# A passive reciprocal two-port with nonzero transmission and unequal left and right reflectances must absorb from both sides

A reciprocal two-port has the complex scattering matrix $S=\begin{pmatrix} r & t\\ t & r'\end{pmatrix}$, where $r$ and $r'$ are the reflection amplitudes for incidence from the left and from the right, $t$ is the common transmission amplitude, and all amplitudes are normalised so that their squared moduli are fluxes. It is called passive when $1-S^\dagger S$ is positive semidefinite, and its absorptions from the left and from the right are $A=1-|r|^2-|t|^2$ and $A'=1-|r'|^2-|t|^2$.

```lean
import Mathlib

open Matrix
open scoped ComplexOrder ComplexConjugate

namespace ReflectionAsymmetry

noncomputable section

/-- The scattering matrix of a reciprocal two-port with reflection amplitudes `r` (left),
`r'` (right) and common transmission amplitude `t`. -/
def scattering (r t r' : ℂ) : Matrix (Fin 2) (Fin 2) ℂ := !![r, t; t, r']

/-- A scattering matrix is passive when `1 - Sᴴ S` is positive semidefinite. -/
def IsPassive (S : Matrix (Fin 2) (Fin 2) ℂ) : Prop := (1 - Sᴴ * S).PosSemidef

/-- The fraction of the incident flux that is neither reflected (amplitude `ρ`)
nor transmitted (amplitude `t`). -/
def absorption (ρ t : ℂ) : ℝ := 1 - ‖ρ‖ ^ 2 - ‖t‖ ^ 2

private theorem ofReal_norm_sq (z : ℂ) : ((‖z‖ ^ 2 : ℝ) : ℂ) = z * conj z := by
  rw [Complex.mul_conj, Complex.normSq_eq_norm_sq]

/-- The entries of the loss matrix `1 - Sᴴ S` in terms of the scattering amplitudes. -/
theorem loss_matrix (r t r' : ℂ) :
    1 - (scattering r t r')ᴴ * scattering r t r' =
      !![1 - (conj r * r + conj t * t), -(conj r * t + conj t * r');
         -(conj t * r + conj r' * t), 1 - (conj t * t + conj r' * r')] := by
  ext i j
  fin_cases i <;> fin_cases j <;>
    simp [scattering, Matrix.mul_apply, Fin.sum_univ_two]

/-- A reciprocal two-port is passive exactly when, for all incoming amplitudes `x` and `y`,
the outgoing flux does not exceed the incoming flux. -/
theorem isPassive_iff_flux (r t r' : ℂ) :
    IsPassive (scattering r t r') ↔ ∀ x y : ℂ,
      ‖r * x + t * y‖ ^ 2 + ‖t * x + r' * y‖ ^ 2 ≤ ‖x‖ ^ 2 + ‖y‖ ^ 2 := by
  -- the quadratic form of the loss matrix is the missing flux
  have key : ∀ v : Fin 2 → ℂ,
      star v ⬝ᵥ ((1 - (scattering r t r')ᴴ * scattering r t r') *ᵥ v) =
        ((‖v 0‖ ^ 2 + ‖v 1‖ ^ 2 -
          (‖r * v 0 + t * v 1‖ ^ 2 + ‖t * v 0 + r' * v 1‖ ^ 2) : ℝ) : ℂ) := by
    intro v
    rw [loss_matrix]
    simp only [Complex.ofReal_sub, Complex.ofReal_add, ofReal_norm_sq, map_add, map_mul]
    simp [Matrix.mulVec, dotProduct, Fin.sum_univ_two]
    ring
  unfold IsPassive
  rw [Matrix.posSemidef_iff_dotProduct_mulVec]
  constructor
  · rintro ⟨_, h⟩ x y
    have h1 := h ![x, y]
    rw [key] at h1
    have h2 : (0 : ℝ) ≤ ‖x‖ ^ 2 + ‖y‖ ^ 2 -
        (‖r * x + t * y‖ ^ 2 + ‖t * x + r' * y‖ ^ 2) := Complex.zero_le_real.mp h1
    linarith
  · intro h
    refine ⟨Matrix.isHermitian_one.sub (Matrix.isHermitian_conjTranspose_mul_self _),
      fun v => ?_⟩
    rw [key]
    exact Complex.zero_le_real.mpr (by linarith [h (v 0) (v 1)])

/-- In a passive reciprocal two-port the absorption is nonnegative for incidence from either side.
-/
theorem absorption_nonneg {r t r' : ℂ} (h : IsPassive (scattering r t r')) :
    0 ≤ absorption r t ∧ 0 ≤ absorption r' t := by
  rw [isPassive_iff_flux] at h
  have h1 := h 1 0
  have h2 := h 0 1
  simp only [mul_one, mul_zero, add_zero, zero_add, norm_one, norm_zero] at h1 h2
  unfold absorption
  constructor <;> linarith

/-- The squared modulus of the interference term between the two inputs of a passive reciprocal
two-port is at most the product of the two absorptions. -/
theorem interference_bound {r t r' : ℂ} (h : IsPassive (scattering r t r')) :
    ‖conj r * t + conj t * r'‖ ^ 2 ≤ absorption r t * absorption r' t := by
  have hd := Matrix.PosSemidef.det_nonneg h
  have e : (1 - (scattering r t r')ᴴ * scattering r t r').det =
      ((absorption r t * absorption r' t - ‖conj r * t + conj t * r'‖ ^ 2 : ℝ) : ℂ) := by
    rw [loss_matrix, Matrix.det_fin_two_of]
    simp only [absorption, Complex.ofReal_sub, Complex.ofReal_mul, Complex.ofReal_one,
      ofReal_norm_sq, map_add, map_mul, Complex.conj_conj]
    ring
  rw [e] at hd
  linarith [Complex.zero_le_real.mp hd]

/-- In a passive reciprocal two-port, the transmission probability times the squared difference
of the reflection moduli is at most the product of the absorptions from the two sides. -/
theorem reflection_asymmetry_bound {r t r' : ℂ} (h : IsPassive (scattering r t r')) :
    ‖t‖ ^ 2 * (‖r‖ - ‖r'‖) ^ 2 ≤ absorption r t * absorption r' t := by
  -- reverse triangle inequality for the interference term
  have h1 := abs_norm_sub_norm_le (conj r * t) (-(conj t * r'))
  rw [sub_neg_eq_add, norm_neg, norm_mul, norm_mul, RCLike.norm_conj, RCLike.norm_conj] at h1
  have h2 := pow_le_pow_left₀ (abs_nonneg _) h1 2
  rw [sq_abs] at h2
  calc ‖t‖ ^ 2 * (‖r‖ - ‖r'‖) ^ 2 = (‖r‖ * ‖t‖ - ‖t‖ * ‖r'‖) ^ 2 := by ring
    _ ≤ _ := h2
    _ ≤ _ := interference_bound h

/-- A passive reciprocal two-port that transmits and reflects unequally from its two sides
absorbs for incidence from each side. -/
theorem absorption_pos_of_asymmetry {r t r' : ℂ} (h : IsPassive (scattering r t r'))
    (ht : t ≠ 0) (hr : ‖r‖ ≠ ‖r'‖) : 0 < absorption r t ∧ 0 < absorption r' t := by
  obtain ⟨hA, hB⟩ := absorption_nonneg h
  have h1 : 0 < ‖t‖ ^ 2 := pow_pos (norm_pos_iff.mpr ht) 2
  have h2 : 0 < (‖r‖ - ‖r'‖) ^ 2 := sq_pos_of_ne_zero (sub_ne_zero.mpr hr)
  have hp := lt_of_lt_of_le (mul_pos h1 h2) (reflection_asymmetry_bound h)
  refine ⟨lt_of_le_of_ne hA fun e => ?_, lt_of_le_of_ne hB fun e => ?_⟩
  · rw [← e, zero_mul] at hp
    exact lt_irrefl _ hp
  · rw [← e, mul_zero] at hp
    exact lt_irrefl _ hp

/-- The reciprocal two-port with real amplitudes `r = a`, `t = τ`, `r' = -b` is passive if both
absorptions are nonnegative and their product is at least `τ ^ 2 * (a - b) ^ 2`. -/
theorem isPassive_of_bound (a b τ : ℝ) (hA : 0 ≤ 1 - a ^ 2 - τ ^ 2)
    (hB : 0 ≤ 1 - b ^ 2 - τ ^ 2)
    (h : τ ^ 2 * (a - b) ^ 2 ≤ (1 - a ^ 2 - τ ^ 2) * (1 - b ^ 2 - τ ^ 2)) :
    IsPassive (scattering (a : ℂ) (τ : ℂ) ((-b : ℝ) : ℂ)) := by
  -- a real quadratic form in two variables with nonnegative diagonal and determinant is nonnegative
  have quad : ∀ x y : ℝ, 2 * (τ * (a - b)) * (x * y) ≤
      (1 - a ^ 2 - τ ^ 2) * x ^ 2 + (1 - b ^ 2 - τ ^ 2) * y ^ 2 := by
    intro x y
    refine le_trans (le_abs_self _) (abs_le_of_sq_le_sq ?_ (by positivity))
    have h1 := mul_le_mul_of_nonneg_right h (sq_nonneg (x * y))
    have h2 := sq_nonneg ((1 - a ^ 2 - τ ^ 2) * x ^ 2 - (1 - b ^ 2 - τ ^ 2) * y ^ 2)
    linarith
  rw [isPassive_iff_flux]
  intro x y
  have h1 := quad x.re y.re
  have h2 := quad x.im y.im
  simp only [← Complex.normSq_eq_norm_sq, Complex.normSq_apply, Complex.add_re,
    Complex.add_im, Complex.mul_re, Complex.mul_im, Complex.ofReal_re, Complex.ofReal_im]
  linarith

/-- Moduli `a`, `b` of reflection and `τ` of transmission occur in some passive reciprocal
two-port exactly when both absorptions are nonnegative and the asymmetry bound holds. -/
theorem attainable_iff {a b τ : ℝ} (ha : 0 ≤ a) (hb : 0 ≤ b) (hτ : 0 ≤ τ) :
    (∃ r t r' : ℂ, ‖r‖ = a ∧ ‖t‖ = τ ∧ ‖r'‖ = b ∧ IsPassive (scattering r t r')) ↔
      0 ≤ 1 - a ^ 2 - τ ^ 2 ∧ 0 ≤ 1 - b ^ 2 - τ ^ 2 ∧
        τ ^ 2 * (a - b) ^ 2 ≤ (1 - a ^ 2 - τ ^ 2) * (1 - b ^ 2 - τ ^ 2) := by
  constructor
  · rintro ⟨r, t, r', rfl, rfl, rfl, h⟩
    exact ⟨(absorption_nonneg h).1, (absorption_nonneg h).2, reflection_asymmetry_bound h⟩
  · rintro ⟨hA, hB, h⟩
    refine ⟨(a : ℂ), (τ : ℂ), ((-b : ℝ) : ℂ), ?_, ?_, ?_, isPassive_of_bound a b τ hA hB h⟩
    · rw [Complex.norm_real, Real.norm_eq_abs, abs_of_nonneg ha]
    · rw [Complex.norm_real, Real.norm_eq_abs, abs_of_nonneg hτ]
    · rw [Complex.norm_real, Real.norm_eq_abs, abs_neg, abs_of_nonneg hb]

/-- The two-port with `r = 3/4`, `t = 1/2`, `r' = 0` is passive and attains equality in the
asymmetry bound. -/
theorem asymmetry_bound_sharp :
    IsPassive (scattering (3 / 4) (1 / 2) 0) ∧
      ‖(1 / 2 : ℂ)‖ ^ 2 * (‖(3 / 4 : ℂ)‖ - ‖(0 : ℂ)‖) ^ 2 =
        absorption (3 / 4) (1 / 2) * absorption 0 (1 / 2) := by
  constructor
  · have h := isPassive_of_bound (3 / 4) 0 (1 / 2) (by norm_num) (by norm_num) (by norm_num)
    simpa using h
  · norm_num [absorption]

end

end ReflectionAsymmetry
```

```lean
#print axioms ReflectionAsymmetry.absorption_pos_of_asymmetry
#print axioms ReflectionAsymmetry.attainable_iff
#print axioms ReflectionAsymmetry.asymmetry_bound_sharp
```

```
'ReflectionAsymmetry.absorption_pos_of_asymmetry' depends on axioms: [propext, Classical.choice, Quot.sound]
'ReflectionAsymmetry.attainable_iff' depends on axioms: [propext, Classical.choice, Quot.sound]
'ReflectionAsymmetry.asymmetry_bound_sharp' depends on axioms: [propext, Classical.choice, Quot.sound]
```

## The bound and its consequences in words

The central theorem, `reflection_asymmetry_bound`, says that every passive reciprocal two-port satisfies

$$|t|^2\,(|r|-|r'|)^2\le A\,A'.$$

The left side is the transmission probability times the squared difference of the reflection moduli. The right side is the product of the two absorbed fractions. If $t\neq0$ and $|r|\neq|r'|$, the left side is positive, so neither absorption can vanish. This is `absorption_pos_of_asymmetry`.

The theorem `attainable_iff` adds a converse. Given nonnegative numbers $a$, $b$ and $\tau$, some passive reciprocal two-port has $|r|=a$, $|r'|=b$ and $|t|=\tau$ exactly when both absorptions computed from these numbers are nonnegative and the bound holds. The converse is about existence: it allows the phases to be chosen and does not say that every choice of phases is passive. For example, $a=b=\tau=1/\sqrt2$ gives a unitary matrix with $r'=-b$, but with $r'=+b$ the input $(1,1)/\sqrt2$ of unit flux would leave with flux 2.

## The physical model

In Lean, `scattering r t r'` is the $2\times2$ matrix above. It acts on a column of incoming amplitudes, $x$ from the left and $y$ from the right, and returns the outgoing amplitudes $rx+ty$ on the left and $tx+r'y$ on the right. Reciprocity is built into this definition by using the same $t$ twice. For a single particle in one dimension, a local complex potential without a magnetic field has this property, even though absorption breaks time-reversal symmetry.

`IsPassive` is the hypothesis that the device has no net gain for any input. The theorem `isPassive_iff_flux` shows that it means the same as

$$|rx+ty|^2+|tx+r'y|^2\le|x|^2+|y|^2\qquad\text{for all complex }x,y.$$

The condition therefore covers coherent illumination from both sides as well as one beam at a time. Missing flux may stand for an absorbing imaginary potential, or for particles that escape into a lead that the two-port description leaves out.

The real number `absorption ρ t` is $1-|\rho|^2-|t|^2$, so `absorption r t` is $A$ and `absorption r' t` is $A'$. The definition makes sense for any amplitudes, and its value can be negative for a device with gain.

The model has one open channel on each side at one fixed energy. The scattering matrix is given, not derived from a Hamiltonian, and passivity is assumed. For non-interacting, single-channel quantum transport through a passive reciprocal device, the bound offers a consistency test for computed reflection and transmission probabilities that needs no phases.

## From missing flux to the inequality

Write $c=r^*t+t^*r'$. Multiplying out the matrices gives the loss matrix

$$1-S^\dagger S=\begin{pmatrix}A&-c\\-c^*&A'\end{pmatrix}.$$

For an incoming vector $v=(x,y)^T$, its quadratic form is the flux that fails to come out:

$$v^\dagger(1-S^\dagger S)v=|x|^2+|y|^2-|rx+ty|^2-|tx+r'y|^2.$$

Positive semidefiniteness says that this is nonnegative for every input. The inputs $(1,0)$ and $(0,1)$ give $A\ge0$ and $A'\ge0$.

A positive semidefinite matrix has nonnegative eigenvalues, and so a nonnegative determinant:

$$0\le\det(1-S^\dagger S)=AA'-|c|^2.$$

Hence $|c|^2\le AA'$. The quantity $c$ measures the interference between the outgoing waves produced by the two inputs. Its two terms have moduli $|r||t|$ and $|t||r'|$. They can cancel completely only if these moduli agree, and the reverse triangle inequality gives

$$|c|\ge\bigl||r||t|-|t||r'|\bigr|=|t|\,\bigl||r|-|r'|\bigr|.$$

Squaring and combining the two estimates yields

$$|t|^2(|r|-|r'|)^2\le|c|^2\le AA'.$$

If $t\ne0$ and $|r|\ne|r'|$, then $AA'>0$. Since $A$ and $A'$ are nonnegative, both are strictly positive.

For the converse, take $r=a$, $t=\tau$ and $r'=-b$. The minus sign makes the two interference terms oppose each other, so $c=\tau(a-b)$. Now $A=1-a^2-\tau^2$ and $A'=1-b^2-\tau^2$, and for real $x,y$ the missing flux is

$$Ax^2+A'y^2-2\tau(a-b)xy.$$

The assumed bound gives

$$(Ax^2+A'y^2)^2=(Ax^2-A'y^2)^2+4AA'x^2y^2\ge4\tau^2(a-b)^2x^2y^2.$$

Because $Ax^2+A'y^2\ge0$, taking square roots gives $Ax^2+A'y^2\ge|2\tau(a-b)xy|$, and the missing flux is nonnegative. For complex inputs the real scattering coefficients do not mix real and imaginary parts. The missing flux is then the sum of the same expression for the real parts and for the imaginary parts, and each is nonnegative.

## How the Lean proof follows the calculation

`loss_matrix` computes the four entries of $1-S^\dagger S$ one by one. Inside `isPassive_iff_flux`, the statement `key` identifies the quadratic form with the missing flux. One direction of the equivalence evaluates positive semidefiniteness on the vector `![x, y]`. The other supplies the two parts of the criterion for positive semidefiniteness: the loss matrix is Hermitian, and its quadratic form is nonnegative.

`absorption_nonneg` inserts the two one-sided inputs into the flux inequality. `interference_bound` uses `Matrix.PosSemidef.det_nonneg` and rewrites the determinant as the real number $AA'-|c|^2$. The order on complex numbers used here makes $0\le z$ mean that $z$ is real and nonnegative, and `Complex.zero_le_real` turns this into an ordinary real inequality.

In `reflection_asymmetry_bound`, `abs_norm_sub_norm_le` is the reverse triangle inequality, applied to $r^*t$ and $-t^*r'$. Their difference is $c$. The `calc` block then joins the two estimates. In `absorption_pos_of_asymmetry`, setting either absorption to zero would make the right side of the bound zero, although its left side is positive.

`isPassive_of_bound` proves the real quadratic inequality as `quad`, with the square of $Ax^2-A'y^2$ supplying the nonnegative remainder. It applies `quad` once to the real parts and once to the imaginary parts. `attainable_iff` combines this construction with the necessary conditions already proved.

## An asymmetric device that attains equality

Take $r=3/4$, $t=1/2$ and $r'=0$, the device in `asymmetry_bound_sharp`. Then

$$A=1-\tfrac9{16}-\tfrac14=\tfrac3{16},\qquad A'=1-\tfrac14=\tfrac34,$$

and both sides of the bound equal $9/64$:

$$|t|^2(|r|-|r'|)^2=\tfrac14\cdot\tfrac9{16}=\tfrac9{64}=AA'.$$

The loss matrix is

$$\begin{pmatrix}3/16&-3/8\\-3/8&3/4\end{pmatrix},$$

whose determinant is zero. It annihilates the normalised input $(2,1)^T/\sqrt5$, and the scattering matrix returns this input unchanged. The device absorbs a beam from either side alone, yet one coherent combination of the two beams loses no flux.

## What goes wrong without the hypotheses

The following small matrices are checked by direct arithmetic here, separately from the Lean file.

**Passivity.** Take $r=0$, $t=3/5$ and $r'=4/5$. The absorptions are $A=16/25$ and $A'=0$, so neither one-sided experiment shows gain. The bound nevertheless fails, since its left side is $144/625$ and its right side is zero. The device is not passive: the normalised input $(1,1)^T/\sqrt2$ carries flux 1 and produces outgoing flux $29/25$. Nonnegative absorption from each side separately is therefore too weak an assumption.

**Transmission.** With $t=0$, $r=1$ and $r'=0$, the device is passive and reflects unequally, but $A=0$. Its left side is a perfect mirror and its right side a perfect absorber. The bound holds as $0\le0$ and no longer forces absorption from both sides.

**Unequal reflection.** With $r=r'=0$ and $t=1$, everything is transmitted and both absorptions vanish.

**Reciprocity.** Consider the non-reciprocal matrix $\begin{pmatrix}3/5&0\\4/5&0\end{pmatrix}$. It is passive, because $S^\dagger S$ is diagonal with entries 1 and 0. A beam from the left is partly reflected and partly transmitted without loss, while a beam from the right is completely absorbed. The reflections differ and there is transmission from left to right, yet the absorption from the left is zero.
